# Neighbouring lattice planes with coprime indices $h$ are $1/\sqrt{h^{\mathsf T}G^{-1}h}$ apart when $G$ is the metric of a primitive basis

## Planes of lattice points in a crystal

A beam diffracted by a crystal responds to the distance between parallel planes of lattice points. Such a family is labelled by integers $h_i$, yet the distance is a length, and in a general cell the axes need not be perpendicular or equally long. How do the integers and the shape of the cell together determine the spacing?

Let $\mathbf e_i$ be a primitive basis of the lattice, so that the lattice points are exactly the integer combinations of the $\mathbf e_i$. A position $\mathbf r=\sum_i x_i\mathbf e_i$ has real coordinates $x_i$ and squared length

$$|\mathbf r|^2=x^{\mathsf T}Gx,\qquad G_{ij}=\mathbf e_i\cdot\mathbf e_j .$$

The planes of the family are $h\cdot x=m$ with $m$ an integer, where $h\cdot x=\sum_i h_ix_i$. Two questions need answers: which of these planes contain lattice points, and how far apart are two consecutive ones?

For an ideal, infinitely periodic lattice, the answer supplies the length $d$ in Bragg's condition and the distance between lattice layers when a surface slab is cut from the bulk.

## What is proved, and for which lattices

If the indices have greatest common divisor 1, every integer level $m$ contains a lattice point. For each $m$, the least distance from a lattice point on plane $m$ to a point of plane $m+1$ is

$$d=\frac{1}{\sqrt{h^{\mathsf T}G^{-1}h}} .$$

This is `interplanar_spacing`. The endpoint on plane $m+1$ may be any real point of that plane and need not be a lattice point.

The Lean objects correspond to the physics as follows.

- `n` is a finite index type, one element per lattice direction, so the dimension is any finite number and not only three.
- `h : n → ℤ` holds the indices, and `realVec` turns an integer vector into a real one.
- `metricLength G x` is $\sqrt{x^{\mathsf T}Gx}$, and `plane h c` is the set $h\cdot x=c$ for real $c$.
- `reciprocalSq G h` is $h^{\mathsf T}G^{-1}h$, the squared length of the reciprocal vector in the convention without $2\pi$. `spacing G h` is $d$.
- `foot G h` is the foot of the perpendicular from the origin to the plane $h\cdot x=1$.
- `IsLeast S r` says that `r` belongs to the set `S` and is a lower bound of it, so the minimum is attained.

The metric is not built from basis vectors. The hypothesis `G.PosDef`, which for a real matrix includes symmetry, stands for the fact that the basis vectors are linearly independent and every nonzero displacement has positive length.

The purely geometric theorems, such as `isLeast_spacing`, assume a positive definite $G$ and, of the indices, only $h\neq0$. The gcd condition enters when the planes have to carry lattice points.

Lattice points are integer vectors throughout, so a centred conventional cell is not covered. In a body-centred cubic crystal described by its cubic cell, the point $(\tfrac12,\tfrac12,\tfrac12)$ lies halfway between the levels 0 and 1 of $h=(1,0,0)$. Atoms within the cell and their scattering amplitudes do not appear either.

## Which levels contain lattice points

First, the gcd of finitely many integers is an integer combination of them. For an empty set of indices, both the gcd and the sum are 0. Suppose the claim holds for a set $s$, with $D=\gcd_{i\in s}h_i=\sum_{i\in s}h_iv_i$, and add a new index $a$. Bézout's identity for two integers gives $\alpha,\beta$ with

$$h_a\alpha+D\beta=\gcd(h_a,D).$$

Set $w_a=\alpha$ and $w_i=v_i\beta$ for $i\in s$. Then $h_aw_a+\sum_{i\in s}h_iw_i=h_a\alpha+D\beta$, which is the gcd of the enlarged set.

Now let $g$ be the gcd of all the indices. It divides each $h_i$, hence also $h\cdot v$ for every integer vector $v$. Conversely, if $m=gk$, take $v$ with $h\cdot v=g$; then $h\cdot(kv)=m$. So level $m$ is occupied exactly when $g$ divides $m$. If all levels are occupied, then $g$ divides 1, and since $g\ge0$ this means $g=1$. If $g=1$, it divides every $m$.

## The shortest step to the next plane

Let $h\neq0$ and $u=G^{-1}h$. Since $Gu=h$, the vector $u$ is not zero, and positive definiteness gives

$$q:=h^{\mathsf T}G^{-1}h=h^{\mathsf T}u=u^{\mathsf T}Gu>0 .$$

Define $f=u/q$. Then $h\cdot f=1$ and $Gf=h/q$. Every $y$ on the plane $h\cdot y=1$ therefore satisfies $y^{\mathsf T}Gf=1/q$. Take $x$ on this plane and expand, using the symmetry of $G$:

$$(x-f)^{\mathsf T}G(x-f)=x^{\mathsf T}Gx-\frac1q-\frac1q+\frac1q .$$

Rearranged, this is Pythagoras' theorem in oblique coordinates:

$$x^{\mathsf T}Gx=\frac1q+(x-f)^{\mathsf T}G(x-f).$$

The last term is never negative and vanishes only for $x=f$. The least length is therefore $1/\sqrt q=d$, and $f$ is the only point that attains it.

For the step between planes, let $v$ be a lattice point on plane $m$ and $y$ a point on plane $m+1$. Then $h\cdot(y-v)=1$, so the distance is at least $d$, and $y=v+f$ attains it. When $g=1$, such a $v$ exists for every $m$.

For a primitive cubic lattice with edge $a>0$, $G=a^2\mathbf 1$ and $q=\sum_ih_i^2/a^2$, so $d\sqrt{\sum_ih_i^2}=a$.

## Indices with a common factor

The same expansion gives the distance between neighbouring occupied planes when $g>1$, a result that the Lean file does not state. The occupied levels are then the multiples of $g$, and on the plane $h\cdot x=g$ the point $gf$ takes over the role of $f$:

$$x^{\mathsf T}Gx=\frac{g^2}{q}+(x-gf)^{\mathsf T}G(x-gf).$$

Neighbouring occupied planes are thus $g/\sqrt q$ apart. For $h=(2,0,0)$ in a primitive cubic lattice this gives $a$, while $1/\sqrt q=a/2$ is the distance to an empty plane.

## The Lean file

```lean
import Mathlib

open Matrix

namespace InterplanarSpacing

noncomputable section

variable {n : Type*} [Fintype n] [DecidableEq n]

/-- An integer vector regarded as a real coordinate vector. -/
def realVec (v : n → ℤ) : n → ℝ := fun i => (v i : ℝ)

/-- The length `√(xᵀ G x)` of a vector with coordinates `x` in a lattice basis with metric `G`. -/
def metricLength (G : Matrix n n ℝ) (x : n → ℝ) : ℝ := √(x ⬝ᵥ G *ᵥ x)

/-- The plane `h · x = c` with integer indices `h`. -/
def plane (h : n → ℤ) (c : ℝ) : Set (n → ℝ) := {x | realVec h ⬝ᵥ x = c}

/-- The squared length `hᵀ G⁻¹ h` of the reciprocal vector `h`, for positive definite `G`. -/
def reciprocalSq (G : Matrix n n ℝ) (h : n → ℤ) : ℝ :=
  realVec h ⬝ᵥ G⁻¹ *ᵥ realVec h

/-- The spacing `1 / √(hᵀ G⁻¹ h)`, for positive definite `G` and `h ≠ 0`. -/
def spacing (G : Matrix n n ℝ) (h : n → ℤ) : ℝ := 1 / √(reciprocalSq G h)

/-- The vector `G⁻¹ h / (hᵀ G⁻¹ h)`, for positive definite `G` and `h ≠ 0`. -/
def foot (G : Matrix n n ℝ) (h : n → ℤ) : n → ℝ :=
  (reciprocalSq G h)⁻¹ • (G⁻¹ *ᵥ realVec h)

omit [Fintype n] in
/-- The greatest common divisor of finitely many integers is an integer combination of them. -/
theorem bezout (h : n → ℤ) (s : Finset n) :
    ∃ v : n → ℤ, ∑ i ∈ s, h i * v i = s.gcd h := by
  induction s using Finset.induction_on with
  | empty => exact ⟨0, by simp⟩
  | insert a s ha ih =>
    obtain ⟨v, hv⟩ := ih
    obtain ⟨w, hwa, hws⟩ : ∃ w : n → ℤ, w a = Int.gcdA (h a) (s.gcd h) ∧
        ∀ i ∈ s, w i = v i * Int.gcdB (h a) (s.gcd h) :=
      ⟨Function.update (fun i => v i * Int.gcdB (h a) (s.gcd h)) a
        (Int.gcdA (h a) (s.gcd h)), Function.update_self _ _ _,
        fun i hi => Function.update_of_ne (ne_of_mem_of_not_mem hi ha) _ _⟩
    have hs : ∑ i ∈ s, h i * w i = s.gcd h * Int.gcdB (h a) (s.gcd h) := by
      calc ∑ i ∈ s, h i * w i
          = ∑ i ∈ s, (h i * v i) * Int.gcdB (h a) (s.gcd h) :=
            Finset.sum_congr rfl (fun i hi => by rw [hws i hi]; ring)
        _ = _ := by rw [← Finset.sum_mul, hv]
    refine ⟨w, ?_⟩
    rw [Finset.sum_insert ha, hs, hwa, Finset.gcd_insert, ← Int.coe_gcd, Int.gcd_eq_gcd_ab]

/-- The plane `h · x = m` contains a lattice point exactly when the gcd of the indices
divides `m`. -/
theorem occupied_iff (h : n → ℤ) (m : ℤ) :
    (∃ v : n → ℤ, h ⬝ᵥ v = m) ↔ Finset.univ.gcd h ∣ m := by
  constructor
  · rintro ⟨v, rfl⟩
    change _ ∣ ∑ i, h i * v i
    exact Finset.dvd_sum fun i hi => (Finset.gcd_dvd hi).mul_right _
  · rintro ⟨k, rfl⟩
    obtain ⟨v, hv⟩ := bezout h Finset.univ
    refine ⟨fun i => v i * k, ?_⟩
    change ∑ i, h i * (v i * k) = _
    rw [← hv, Finset.sum_mul]
    exact Finset.sum_congr rfl fun i _ => by ring

/-- Every integer level `h · x = m` contains a lattice point if and only if the indices
have gcd 1. -/
theorem all_occupied_iff (h : n → ℤ) :
    (∀ m : ℤ, ∃ v : n → ℤ, h ⬝ᵥ v = m) ↔ Finset.univ.gcd h = 1 := by
  constructor
  · intro H
    rw [← Finset.normalize_gcd, normalize_eq_one]
    exact isUnit_of_dvd_one ((occupied_iff h 1).1 (H 1))
  · intro hg m
    rw [occupied_iff, hg]
    exact one_dvd m

/-- For a positive definite metric and `h ≠ 0`, the reciprocal vector has positive squared
length, `foot G h` lies on the plane `h · x = 1`, and `G` maps it to a multiple of `h`. -/
theorem foot_spec {G : Matrix n n ℝ} (hG : G.PosDef) {h : n → ℤ} (hh : h ≠ 0) :
    0 < reciprocalSq G h ∧ foot G h ∈ plane h 1 ∧
      G *ᵥ foot G h = (reciprocalSq G h)⁻¹ • realVec h := by
  have hu : G *ᵥ (G⁻¹ *ᵥ realVec h) = realVec h := by
    rw [Matrix.mulVec_mulVec, Matrix.mul_nonsing_inv _ (isUnit_iff_ne_zero.2 hG.det_pos.ne'),
      Matrix.one_mulVec]
  have hne : G⁻¹ *ᵥ realVec h ≠ 0 := by
    intro h0
    rw [h0, Matrix.mulVec_zero] at hu
    apply hh
    funext i
    have hi : (0 : ℝ) = (h i : ℝ) := congrFun hu i
    exact_mod_cast hi.symm
  have hq : 0 < reciprocalSq G h := by
    have hp := hG.dotProduct_mulVec_pos hne
    rw [star_trivial, hu, dotProduct_comm] at hp
    exact hp
  refine ⟨hq, ?_, ?_⟩
  · change realVec h ⬝ᵥ ((reciprocalSq G h)⁻¹ • (G⁻¹ *ᵥ realVec h)) = 1
    rw [dotProduct_smul, smul_eq_mul]
    exact inv_mul_cancel₀ hq.ne'
  · rw [foot, Matrix.mulVec_smul, hu]

/-- On the plane `h · x = 1` the squared length is `1 / (hᵀ G⁻¹ h)` plus the squared length
of the displacement from `foot G h`. -/
theorem length_decomposition {G : Matrix n n ℝ} (hG : G.PosDef) {h : n → ℤ} (hh : h ≠ 0)
    {x : n → ℝ} (hx : x ∈ plane h 1) :
    x ⬝ᵥ G *ᵥ x = (reciprocalSq G h)⁻¹ + (x - foot G h) ⬝ᵥ G *ᵥ (x - foot G h) := by
  obtain ⟨-, hf, hGf⟩ := foot_spec hG hh
  have hT : Gᵀ = G := by
    rw [← Matrix.conjTranspose_eq_transpose_of_trivial]
    exact hG.isHermitian
  -- pairing with `G f` only sees the level `h · y = 1`
  have e : ∀ y ∈ plane h 1, y ⬝ᵥ G *ᵥ foot G h = (reciprocalSq G h)⁻¹ := by
    intro y hy
    have hy' : realVec h ⬝ᵥ y = 1 := hy
    rw [hGf, dotProduct_smul, dotProduct_comm, hy', smul_eq_mul, mul_one]
  have e2 : foot G h ⬝ᵥ G *ᵥ x = x ⬝ᵥ G *ᵥ foot G h := by
    rw [Matrix.dotProduct_mulVec, ← Matrix.mulVec_transpose, hT, dotProduct_comm]
  rw [Matrix.mulVec_sub, dotProduct_sub, sub_dotProduct, sub_dotProduct, e2, e x hx, e _ hf]
  ring

/-- A vector on the plane `h · x = 1` has length equal to the spacing if and only if it is
`foot G h`. -/
theorem length_eq_spacing_iff {G : Matrix n n ℝ} (hG : G.PosDef) {h : n → ℤ} (hh : h ≠ 0)
    {x : n → ℝ} (hx : x ∈ plane h 1) :
    metricLength G x = spacing G h ↔ x = foot G h := by
  have hd := length_decomposition hG hh hx
  have hq := (foot_spec hG hh).1
  rw [metricLength, spacing, one_div, ← Real.sqrt_inv]
  constructor
  · intro heq
    by_contra hne
    have hp := hG.dotProduct_mulVec_pos (sub_ne_zero.2 hne)
    rw [star_trivial] at hp
    have hlt := Real.sqrt_lt_sqrt (inv_pos.2 hq).le
      (show (reciprocalSq G h)⁻¹ < x ⬝ᵥ G *ᵥ x by linarith)
    exact hlt.ne' heq
  · intro hxf
    rw [hd, hxf, sub_self, zero_dotProduct, add_zero]

/-- The least length of a vector from the origin to the plane `h · x = 1` is
`1 / √(hᵀ G⁻¹ h)`. -/
theorem isLeast_spacing {G : Matrix n n ℝ} (hG : G.PosDef) {h : n → ℤ} (hh : h ≠ 0) :
    IsLeast (metricLength G '' plane h 1) (spacing G h) := by
  have hf := (foot_spec hG hh).2.1
  refine ⟨⟨foot G h, hf, (length_eq_spacing_iff hG hh hf).2 rfl⟩, ?_⟩
  rintro _ ⟨x, hx, rfl⟩
  have hp := hG.posSemidef.dotProduct_mulVec_nonneg (x - foot G h)
  rw [star_trivial] at hp
  rw [metricLength, spacing, one_div, ← Real.sqrt_inv]
  apply Real.sqrt_le_sqrt
  linarith [length_decomposition hG hh hx]

/-- For indices with gcd 1, every plane `h · x = m` with integer `m` contains a lattice point,
and for each `m` the least distance from a lattice point on plane `m` to a point of plane
`m + 1` is `1 / √(hᵀ G⁻¹ h)`. -/
theorem interplanar_spacing {G : Matrix n n ℝ} (hG : G.PosDef) {h : n → ℤ}
    (hg : Finset.univ.gcd h = 1) (m : ℤ) :
    (∃ v : n → ℤ, h ⬝ᵥ v = m) ∧
    IsLeast {r | ∃ v : n → ℤ, h ⬝ᵥ v = m ∧
      ∃ y ∈ plane h (m + 1), r = metricLength G (y - realVec v)} (spacing G h) := by
  have hocc := (all_occupied_iff h).2 hg
  have hh : h ≠ 0 := by
    rintro rfl
    obtain ⟨v, hv⟩ := hocc 1
    rw [zero_dotProduct] at hv
    exact zero_ne_one hv
  have hcast : ∀ v : n → ℤ, h ⬝ᵥ v = m → realVec h ⬝ᵥ realVec v = (m : ℝ) := by
    rintro v rfl
    simp [realVec, dotProduct]
  refine ⟨hocc m, ?_, ?_⟩
  · -- step from a lattice point along the perpendicular
    obtain ⟨v, hv⟩ := hocc m
    have hf := (foot_spec hG hh).2.1
    have hf' : realVec h ⬝ᵥ foot G h = 1 := hf
    refine ⟨v, hv, realVec v + foot G h, ?_, ?_⟩
    · change realVec h ⬝ᵥ (realVec v + foot G h) = m + 1
      rw [dotProduct_add, hcast v hv, hf']
    · rw [add_sub_cancel_left]
      exact ((length_eq_spacing_iff hG hh hf).2 rfl).symm
  · rintro _ ⟨v, hv, y, hy, rfl⟩
    have hy' : realVec h ⬝ᵥ y = m + 1 := hy
    refine (isLeast_spacing hG hh).2 ⟨y - realVec v, ?_, rfl⟩
    change realVec h ⬝ᵥ (y - realVec v) = 1
    rw [dotProduct_sub, hcast v hv, hy']
    ring

/-- For the cubic metric `G = a² 1` the spacing `d` satisfies `d √(∑ hᵢ²) = a`. -/
theorem cubic_spacing {a : ℝ} (ha : 0 < a) {h : n → ℤ} (hh : h ≠ 0) :
    spacing (a ^ 2 • (1 : Matrix n n ℝ)) h * √(∑ i, (h i : ℝ) ^ 2) = a := by
  have hinv : (a ^ 2 • (1 : Matrix n n ℝ))⁻¹ = (a ^ 2)⁻¹ • (1 : Matrix n n ℝ) := by
    apply Matrix.inv_eq_right_inv
    rw [Matrix.smul_mul, Matrix.one_mul, smul_smul, mul_inv_cancel₀ (pow_pos ha 2).ne', one_smul]
  have hS : 0 < ∑ i, (h i : ℝ) ^ 2 := by
    obtain ⟨i, hi⟩ := Function.ne_iff.1 hh
    have hi' : (h i : ℝ) ≠ 0 := Int.cast_ne_zero.2 hi
    exact Finset.sum_pos' (fun j _ => sq_nonneg _) ⟨i, Finset.mem_univ i, by positivity⟩
  have hq : reciprocalSq (a ^ 2 • (1 : Matrix n n ℝ)) h
      = (a ^ 2)⁻¹ * ∑ i, (h i : ℝ) ^ 2 := by
    rw [reciprocalSq, hinv, Matrix.smul_mulVec, Matrix.one_mulVec, dotProduct_smul, smul_eq_mul]
    congr 1
    exact Finset.sum_congr rfl fun i _ => (sq (h i : ℝ)).symm
  have hr := (Real.sqrt_pos.2 hS).ne'
  rw [spacing, hq, Real.sqrt_mul (by positivity), Real.sqrt_inv, Real.sqrt_sq ha.le]
  field_simp

end

end InterplanarSpacing
```

```lean
#print axioms InterplanarSpacing.occupied_iff
#print axioms InterplanarSpacing.interplanar_spacing
#print axioms InterplanarSpacing.cubic_spacing
```

```
'InterplanarSpacing.occupied_iff' depends on axioms: [propext, Classical.choice, Quot.sound]
'InterplanarSpacing.interplanar_spacing' depends on axioms: [propext, Classical.choice, Quot.sound]
'InterplanarSpacing.cubic_spacing' depends on axioms: [propext, Classical.choice, Quot.sound]
```

## How the Lean proof follows the derivation

**Occupied levels.** `bezout` is the induction over a finite set of indices. `Int.gcdA` and `Int.gcdB` are the coefficients $\alpha$ and $\beta$, and `Function.update` builds $w$ by changing the value at the new index `a`. `occupied_iff` proves its two directions as above: a sum of multiples of $g$ is a multiple of $g$, and a Bézout vector is scaled by $k$. In `all_occupied_iff`, level 1 shows that the gcd is a unit, and `Finset.normalize_gcd` supplies the sign convention that makes it 1 and not $-1$.

**The foot of the perpendicular.** `foot_spec` collects three facts: $q>0$, $h\cdot f=1$ and $Gf=h/q$. Its step `hu` is $Gu=h$, where the positive determinant makes $G$ invertible; `hne` is $u\neq0$; and `hq` applies positive definiteness to $u$.

**The splitting of the squared length.** In `length_decomposition`, the step `e` is the identity $y^{\mathsf T}Gf=1/q$ for all $y$ on the plane. The step `e2` uses the symmetry of $G$ to identify the two cross terms. After the expansion, `e` is applied to both $x$ and $f$, and `ring` does the remaining arithmetic.

**Minimum and uniqueness.** `length_eq_spacing_iff` shows that only $f$ has length $d$: for any other $x$ the extra term is strictly positive, and the square root preserves the strict inequality. `isLeast_spacing` takes $f$ as the point that attains the minimum and obtains the lower bound from the non-negative extra term.

**From one plane to the next.** `interplanar_spacing` first derives $h\neq0$ from the gcd condition, because $h=0$ would leave level 1 empty. The step `hcast` carries $h\cdot v=m$ from the integers to the reals. The minimum is attained at `realVec v + foot G h`, and the lower bound follows by applying `isLeast_spacing` to the difference `y - realVec v`.

**The cubic case.** `cubic_spacing` finds the inverse of $a^2\mathbf 1$ by checking a product, evaluates $q$, and simplifies the square roots using $a>0$ and $\sum_ih_i^2>0$.
